# For κ > 0, the kappa-MP2 weight of a pair excitation rises strictly with the gap up to a crest gap and falls strictly beyond it

In kappa-regularised MP2, a pair excitation with gap D > 0 is given the weight (1 − exp(−kD))²/D, treated here as a function of one real variable at fixed k > 0. The theorem `kappaWeight_monotonicity` takes a crest gap D₀, meaning a positive solution of exp(kD₀) = 1 + 2kD₀, and states that the weight is strictly increasing on (0, D₀] and strictly decreasing on [D₀, ∞). That such a D₀ exists is a hypothesis, not part of the conclusion. The proof reads the monotonicity off the sign of the derivative, which is a positive factor times 1 + 2kD − exp(kD). The sign of that last factor on either side of D₀ comes from the strict convexity of the exponential.

The first attempt, which Lean rejects:

```lean
import Mathlib

open Real Set

namespace KappaWeightMonotonicity

noncomputable section

/-- The kappa-MP2 weight `(1 - exp(-kD))² / D` of a pair excitation with gap `D > 0`. -/
def kappaWeight (k D : ℝ) : ℝ := (1 - exp (-(k * D))) ^ 2 / D

/-- A crest gap is a positive gap that solves the stationarity equation
`exp(kD) = 1 + 2kD`. -/
def IsCrestGap (k D : ℝ) : Prop := 0 < D ∧ exp (k * D) = 1 + 2 * (k * D)

/-- The slope of the chord of the exponential from the origin grows with its endpoint:
`(exp x - 1)/x < (exp y - 1)/y` for `0 < x < y`, written without denominators. -/
theorem exp_chord_lt {x y : ℝ} (hx : 0 < x) (hxy : x < y) :
    (exp x - 1) * y < (exp y - 1) * x := by
  have hy : 0 < y := hx.trans hxy
  have hr : x / y * y = x := by field_simp
  have h1 : x / y < 1 := (div_lt_one hy).2 hxy
  -- strict convexity at the point x between 0 and y
  have h := strictConvexOn_exp.2 (mem_univ (0 : ℝ)) (mem_univ y) hy.ne
    (sub_pos.2 h1) (div_pos hx hy) (sub_add_cancel 1 (x / y))
  simp only [smul_eq_mul, mul_zero, zero_add, Real.exp_zero, mul_one, hr] at h
  have h2 := mul_lt_mul_of_pos_right h hy
  have h3 : (1 - x / y + x / y * exp y) * y = y - x + x * exp y := by
    linear_combination (exp y - 1) * hr
  rw [h3] at h2
  linarith

/-- If `exp` meets the line `1 + 2x` at `x₀`, it lies below the line for `0 < x < x₀`. -/
theorem exp_lt_line {x₀ x : ℝ} (h : exp x₀ = 1 + 2 * x₀) (hx : 0 < x) (hlt : x < x₀) :
    exp x < 1 + 2 * x := by
  have hc := exp_chord_lt hx hlt
  rw [h] at hc
  exact lt_of_mul_lt_mul_right (by linarith : exp x * x₀ < (1 + 2 * x) * x₀) (hx.trans hlt).le

/-- If `exp` meets the line `1 + 2x` at `x₀ > 0`, it lies above the line for `x > x₀`. -/
theorem line_lt_exp {x₀ x : ℝ} (h : exp x₀ = 1 + 2 * x₀) (hx₀ : 0 < x₀) (hlt : x₀ < x) :
    1 + 2 * x < exp x := by
  have hc := exp_chord_lt hx₀ hlt
  rw [h] at hc
  exact lt_of_mul_lt_mul_right (by linarith : (1 + 2 * x) * x₀ < exp x * x₀) hx₀.le

/-- The slope of the weight at a nonzero gap, with the factor `1 + 2kD - exp(kD)` split off. -/
theorem hasDerivAt_kappaWeight (k : ℝ) {D : ℝ} (hD : D ≠ 0) :
    HasDerivAt (kappaWeight k)
      ((1 - exp (-(k * D))) * exp (-(k * D)) * (1 + 2 * (k * D) - exp (k * D)) / D ^ 2) D := by
  have hE : exp (-(k * D)) * exp (k * D) = 1 := by
    rw [← Real.exp_add, neg_add_cancel, Real.exp_zero]
  have h1 : HasDerivAt (fun x => exp (-(k * x))) (exp (-(k * D)) * (-(k * 1))) D :=
    (((hasDerivAt_id' D).const_mul k).fun_neg).exp
  have h2 := ((h1.const_sub 1).fun_pow 2).fun_div (hasDerivAt_id' D) hD
  refine HasDerivAt.congr_deriv h2 ?_
  simp only [show (2 : ℕ) - 1 = 1 from rfl, pow_one, Nat.cast_ofNat]
  congr 1
  linear_combination (1 - exp (-(k * D))) * hE

/-- For `k > 0` the weight increases strictly up to a crest gap and decreases strictly
from there on. -/
theorem kappaWeight_monotonicity {k D₀ : ℝ} (hk : 0 < k) (h : IsCrestGap k D₀) :
    StrictMonoOn (kappaWeight k) (Ioc 0 D₀) ∧ StrictAntiOn (kappaWeight k) (Ici D₀) := by
  have hpos : ∀ x : ℝ, 0 < x → 0 < (1 - exp (-(k * x))) * exp (-(k * x)) := fun x hx =>
    mul_pos (sub_pos.2 (Real.exp_lt_one (neg_neg_of_pos (mul_pos hk hx)))) (exp_pos _)
  constructor
  · refine strictMonoOn_of_deriv_pos (convex_Ioc 0 D₀) (fun x hx =>
      (hasDerivAt_kappaWeight k hx.1.ne').continuousAt.continuousWithinAt) fun x hx => ?_
    rw [interior_Ioc] at hx
    rw [(hasDerivAt_kappaWeight k hx.1.ne').deriv]
    have hl := exp_lt_line h.2 (mul_pos hk hx.1) (mul_lt_mul_of_pos_left hx.2 hk)
    exact div_pos (mul_pos (hpos x hx.1) (sub_pos.2 hl)) (pow_pos hx.1 2)
  · refine strictAntiOn_of_deriv_neg (convex_Ici D₀) (fun x hx =>
      (hasDerivAt_kappaWeight k (h.1.trans_le hx).ne').continuousAt.continuousWithinAt)
      fun x hx => ?_
    rw [interior_Ici] at hx
    have hx0 : 0 < x := h.1.trans hx
    rw [(hasDerivAt_kappaWeight k hx0.ne').deriv]
    have hl := line_lt_exp h.2 (mul_pos hk h.1) (mul_lt_mul_of_pos_left hx hk)
    exact div_neg_of_neg_of_pos (mul_neg_of_pos_of_neg (hpos x hx0) (sub_neg.2 hl))
      (pow_pos hx0 2)

end

end KappaWeightMonotonicity
```

Lean reports:

```
Main.lean:66:24: error(lean.unknownIdentifier): Unknown constant `Real.exp_lt_one`
```

Cause. The message says that no constant named `Real.exp_lt_one` exists in the environment Lean is working in. The name is used in `hpos`, which shows that (1 − exp(−kx))·exp(−kx) is positive for x > 0. For the first factor the proof needs exp(−kx) < 1, and it tries to get this from −kx < 0, which `neg_neg_of_pos (mul_pos hk hx)` supplies. The mathematics of the step is sound; only the lemma name fails to resolve.

The repair uses `Real.exp_lt_one_iff`, which states the fact as an equivalence: exp x < 1 if and only if x < 0. Since an equivalence cannot be applied directly to a proof of one side, `.2` selects the direction from x < 0 to exp x < 1. The existing argument then fits unchanged, and `sub_pos.2` turns the result into 0 < 1 − exp(−kx) as before.

Fix (accepted with no message):

```diff
@@ -64,5 +64,5 @@
     StrictMonoOn (kappaWeight k) (Ioc 0 D₀) ∧ StrictAntiOn (kappaWeight k) (Ici D₀) := by
   have hpos : ∀ x : ℝ, 0 < x → 0 < (1 - exp (-(k * x))) * exp (-(k * x)) := fun x hx =>
-    mul_pos (sub_pos.2 (Real.exp_lt_one (neg_neg_of_pos (mul_pos hk hx)))) (exp_pos _)
+    mul_pos (sub_pos.2 (Real.exp_lt_one_iff.2 (neg_neg_of_pos (mul_pos hk hx)))) (exp_pos _)
   constructor
   · refine strictMonoOn_of_deriv_pos (convex_Ioc 0 D₀) (fun x hx =>
```
